# μ² erfc(μr)/r tends to π times a delta function on bounded continuous pair functions

As the range-separation parameter $\mu$ grows, the short-range interaction $\operatorname{erfc}(\mu r)/r$ tends to zero at every fixed distance $r>0$, yet it diverges at $r=0$ for every $\mu$. Taking the limit point by point therefore loses the leading short-range contribution: it gives neither the power of $\mu$ nor the coefficient. Both come from integrating the interaction against a pair function.

```lean
import Mathlib

open MeasureTheory Set Filter
open scoped Topology Real

namespace ShortRangeOnTop

noncomputable section
```

## The interaction and its weight on a shell

The complementary error function is defined by its Gaussian tail,
$$\operatorname{erfc}(x)=\frac{2}{\sqrt\pi}\int_x^\infty e^{-s^2}\,ds .$$
In Lean, `Ioi x` is the open half-line $(x,\infty)$.

```lean
/-- The complementary error function, defined by its Gaussian tail integral. -/
def erfc (x : ℝ) : ℝ := 2 / √π * ∫ s in Ioi x, Real.exp (-s ^ 2)
```

The interaction at distance $r$ is $v_\mu(r)=\operatorname{erfc}(\mu r)/r$. Lean assigns it the value 0 at $r=0$, a single point that affects no integral.

```lean
/-- The short-range Coulomb interaction `erfc(μ r)/r` at distance `r > 0`. -/
def shortRangeCoulomb (μ r : ℝ) : ℝ := erfc (μ * r) / r
```

Multiplying by the area $4\pi r^2$ of a sphere gives the shell weight $w_\mu(r)=4\pi r\operatorname{erfc}(\mu r)$.

```lean
/-- The short-range interaction times the area of the sphere of radius `r`: `4π r erfc(μ r)`. -/
def shellWeight (μ r : ℝ) : ℝ := 4 * π * r * erfc (μ * r)
```

The interelectronic vector lives in three-dimensional Euclidean space.

```lean
/-- The space of interelectronic vectors. -/
abbrev Space := EuclideanSpace ℝ (Fin 3)
```

## Decay and slope of erfc

The Gaussian $e^{-s^2}$ is integrable over the real line.

```lean
lemma gauss_integrable : Integrable (fun s : ℝ => Real.exp (-s ^ 2)) := by
  simpa using integrable_exp_neg_mul_sq (zero_lt_one (α := ℝ))
```

Since $s^2-s+1=(s-\tfrac12)^2+\tfrac34>0$, we have $e^{-s^2}\le e\,e^{-s}$. Integrating over $s>x$ gives
$$0\le\operatorname{erfc}(x)\le\frac{2}{\sqrt\pi}\,e\,e^{-x}.$$
The pointwise inequality is `key`, and `setIntegral_mono` integrates it.

```lean
/-- The complementary error function is nonnegative and decays at least exponentially. -/
theorem erfc_bounds (x : ℝ) :
    0 ≤ erfc x ∧ erfc x ≤ 2 / √π * (Real.exp 1 * Real.exp (-x)) := by
  have key : ∀ s : ℝ, Real.exp (-s ^ 2) ≤ Real.exp 1 * Real.exp (-s) := by
    intro s
    rw [← Real.exp_add]
    exact Real.exp_le_exp.2 (by nlinarith [sq_nonneg (s - 1 / 2)])
  have hi : IntegrableOn (fun s : ℝ => Real.exp (-s)) (Ioi x) := by
    simpa using exp_neg_integrableOn_Ioi x (zero_lt_one (α := ℝ))
  have h := setIntegral_mono gauss_integrable.integrableOn (hi.const_mul (Real.exp 1)) key
  rw [integral_const_mul, integral_exp_neg_Ioi] at h
  exact ⟨mul_nonneg (by positivity)
    (setIntegral_nonneg measurableSet_Ioi fun s _ => (Real.exp_pos _).le),
    mul_le_mul_of_nonneg_left h (by positivity)⟩
```

Writing the tail as $\int_0^\infty-\int_0^x$ and applying the fundamental theorem of calculus gives $\operatorname{erfc}'(x)=-(2/\sqrt\pi)\,e^{-x^2}$.

```lean
/-- The slope of the complementary error function is a negative Gaussian. -/
theorem hasDerivAt_erfc (x : ℝ) :
    HasDerivAt erfc (-(2 / √π) * Real.exp (-x ^ 2)) x := by
  have h : erfc = fun u => 2 / √π * ((∫ s in Ioi (0 : ℝ), Real.exp (-s ^ 2))
      - ∫ s in (0 : ℝ)..u, Real.exp (-s ^ 2)) := by
    funext u
    have e := intervalIntegral.integral_interval_add_Ioi
      (gauss_integrable.integrableOn (s := Ioi 0)) (gauss_integrable.integrableOn (s := Ioi u))
    unfold erfc
    rw [← e]
    ring
  have d : HasDerivAt (fun u => ∫ s in (0 : ℝ)..u, Real.exp (-s ^ 2)) (Real.exp (-x ^ 2)) x :=
    (Continuous.integral_hasStrictDerivAt (f := fun s : ℝ => Real.exp (-s ^ 2))
      (by fun_prop) 0 x).hasDerivAt
  rw [h]
  exact ((d.const_sub _).const_mul (2 / √π)).congr_deriv (by ring)
```

The half-line Gaussian integral is $\sqrt\pi/2$, so $\operatorname{erfc}(0)=1$.

```lean
lemma erfc_zero : erfc 0 = 1 := by
  have h := integral_gaussian_Ioi 1
  simp only [neg_mul, one_mul, div_one] at h
  have hp : √π ≠ 0 := by positivity
  unfold erfc
  rw [h]
  field_simp
```

Since erfc is nonnegative, $w_1(y)\ge0$ for $y>0$.

```lean
lemma shell_nonneg {y : ℝ} (hy : 0 < y) : 0 ≤ shellWeight 1 y :=
  mul_nonneg (by positivity) (erfc_bounds _).1
```

## Total weight π/μ²

An antiderivative of $w_1$ is
$$F(y)=4\pi\left[\left(\frac{y^2}{2}-\frac14\right)\operatorname{erfc}(y)-\frac{y\,e^{-y^2}}{2\sqrt\pi}\right].$$
On differentiation the Gaussian terms in the bracket add up to
$$\frac{e^{-y^2}}{\sqrt\pi}\left[-y^2+\tfrac12-\tfrac12+y^2\right]=0,$$
which leaves $4\pi y\operatorname{erfc}(y)$. The exponential bound makes $F$ vanish at infinity, and $F(0)=-\pi$, so the integral is $0-(-\pi)=\pi$. In the proof, `hd` is the derivative and `L` the limit at infinity. Because $w_1$ is nonnegative, these also give integrability.

```lean
/-- At `μ = 1` the shell weight is integrable over `r > 0`, with integral `π`. -/
theorem shell_unit : IntegrableOn (shellWeight 1) (Ioi 0) ∧
    ∫ y in Ioi (0 : ℝ), shellWeight 1 y = π := by
  have hp : √π ≠ 0 := by positivity
  -- an explicit antiderivative
  have hd : ∀ y ∈ Ici (0 : ℝ), HasDerivAt (fun y : ℝ => 4 * π * ((y ^ 2 / 2 - 1 / 4) * erfc y
      - y * Real.exp (-y ^ 2) / (2 * √π))) (shellWeight 1 y) y := by
    intro y _
    have h1 : HasDerivAt (fun y : ℝ => y ^ 2 / 2 - 1 / 4) y y :=
      (((hasDerivAt_pow 2 y).div_const 2).sub_const (1 / 4)).congr_deriv (by simp)
    have h2 : HasDerivAt (fun y : ℝ => Real.exp (-y ^ 2)) (Real.exp (-y ^ 2) * (-(2 * y))) y :=
      ((hasDerivAt_pow 2 y).fun_neg.exp).congr_deriv (by simp)
    refine (((h1.fun_mul (hasDerivAt_erfc y)).fun_sub
      (((hasDerivAt_id' y).fun_mul h2).div_const (2 * √π))).const_mul (4 * π)).congr_deriv ?_
    simp only [shellWeight, one_mul]
    field_simp
    ring
  -- it vanishes at infinity
  have hn : ∀ n : ℕ, Tendsto (fun y : ℝ => y ^ n * erfc y) atTop (𝓝 0) := by
    intro n
    have t := (Real.tendsto_pow_mul_exp_neg_atTop_nhds_zero n).const_mul (2 / √π * Real.exp 1)
    rw [mul_zero] at t
    refine squeeze_zero' ?_ ?_ t
    · filter_upwards [eventually_ge_atTop (0 : ℝ)] with y hy
      exact mul_nonneg (pow_nonneg hy n) (erfc_bounds y).1
    · filter_upwards [eventually_ge_atTop (0 : ℝ)] with y hy
      have h := mul_le_mul_of_nonneg_left (erfc_bounds y).2 (pow_nonneg hy n)
      linarith
  have he : Tendsto (fun y : ℝ => y * Real.exp (-y ^ 2)) atTop (𝓝 0) := by
    have t := Real.tendsto_pow_mul_exp_neg_atTop_nhds_zero 1
    refine squeeze_zero' ?_ ?_ t
    · filter_upwards [eventually_ge_atTop (0 : ℝ)] with y hy
      positivity
    · filter_upwards [eventually_ge_atTop (1 : ℝ)] with y hy
      rw [pow_one]
      exact mul_le_mul_of_nonneg_left (Real.exp_le_exp.2 (by nlinarith)) (by linarith)
  have L : Tendsto (fun y : ℝ => 4 * π * ((y ^ 2 / 2 - 1 / 4) * erfc y
      - y * Real.exp (-y ^ 2) / (2 * √π))) atTop (𝓝 0) := by
    have t := ((((hn 2).div_const 2).sub ((hn 0).div_const 4)).sub
      (he.div_const (2 * √π))).const_mul (4 * π)
    simp only [zero_div, sub_zero, mul_zero] at t
    exact t.congr (fun y => by ring)
  have pos : ∀ y ∈ Ioi (0 : ℝ), 0 ≤ shellWeight 1 y := fun y hy => shell_nonneg hy
  refine ⟨integrableOn_Ioi_deriv_of_nonneg' hd pos L, ?_⟩
  rw [integral_Ioi_of_hasDerivAt_of_nonneg' hd pos L]
  simp only [erfc_zero]
  ring
```

Now set $y=\mu r$. Then $w_\mu(r)=w_1(y)/\mu$ and $dr=dy/\mu$, so
$$\mu^2\int_0^\infty w_\mu(r)\,g(r)\,dr=\int_0^\infty w_1(y)\,g(y/\mu)\,dy .$$
All dependence on $\mu$ has moved into the argument of $g$.

```lean
lemma shell_rescale {μ : ℝ} (hμ : 0 < μ) (g : ℝ → ℝ) :
    μ ^ 2 * ∫ r in Ioi (0 : ℝ), shellWeight μ r * g r
      = ∫ y in Ioi (0 : ℝ), shellWeight 1 y * g (y / μ) := by
  have h := integral_comp_mul_left_Ioi (fun y => shellWeight 1 y * g (y / μ)) 0 hμ
  rw [mul_zero, smul_eq_mul] at h
  have e : ∀ r, shellWeight 1 (μ * r) * g (μ * r / μ) = μ * (shellWeight μ r * g r) := by
    intro r
    rw [mul_div_cancel_left₀ _ hμ.ne']
    simp only [shellWeight, one_mul]
    ring
  simp only [e, integral_const_mul] at h
  rw [pow_two, mul_assoc, h, mul_inv_cancel_left₀ hμ.ne']
```

With $g=1$ this becomes $\int_0^\infty w_\mu(r)\,dr=\pi/\mu^2$ for every $\mu>0$.

```lean
/-- The short-range interaction integrated over all shells equals `π/μ²`. -/
theorem integral_shellWeight {μ : ℝ} (hμ : 0 < μ) :
    ∫ r in Ioi (0 : ℝ), shellWeight μ r = π / μ ^ 2 := by
  have h := shell_rescale hμ (fun _ => 1)
  simp only [mul_one, shell_unit.2] at h
  rw [eq_div_iff (by positivity), mul_comm]
  exact h
```

## The radial limit

Suppose $g$ is measurable, $|g(r)|\le C$ for $r>0$ and $g(r)\to g_0$ as $r\to0^+$. For fixed $y>0$, $g(y/\mu)\to g_0$ as $\mu\to\infty$, while the integrand is bounded by the integrable function $C\,w_1(y)$. Dominated convergence gives
$$\int_0^\infty w_1(y)\,g(y/\mu)\,dy\to g_0\int_0^\infty w_1(y)\,dy=\pi g_0 .$$
The filter `𝓝[>] 0` expresses approach from positive distances only, so the value `g 0` plays no part. The three goals after `tendsto_integral_filter_of_dominated_convergence` are measurability, the bound and the pointwise limit.

```lean
/-- For a bounded measurable radial function with limit `g₀` at coalescence, `μ²` times its
short-range interaction integral tends to `π g₀` as `μ` grows. -/
theorem radial_on_top_limit {g : ℝ → ℝ} (hg : Measurable g) {C g₀ : ℝ}
    (hC : ∀ r > 0, |g r| ≤ C) (h0 : Tendsto g (𝓝[>] 0) (𝓝 g₀)) :
    Tendsto (fun μ : ℝ => μ ^ 2 * ∫ r in Ioi (0 : ℝ), shellWeight μ r * g r)
      atTop (𝓝 (π * g₀)) := by
  have lim : Tendsto (fun μ : ℝ => ∫ y in Ioi (0 : ℝ), shellWeight 1 y * g (y / μ)) atTop
      (𝓝 (∫ y in Ioi (0 : ℝ), shellWeight 1 y * g₀)) := by
    refine tendsto_integral_filter_of_dominated_convergence (fun y => shellWeight 1 y * C)
      ?_ ?_ (shell_unit.1.mul_const C) ?_
    · exact .of_forall fun μ => shell_unit.1.aestronglyMeasurable.mul
        (hg.comp (measurable_id.div_const μ)).aestronglyMeasurable
    · filter_upwards [eventually_gt_atTop (0 : ℝ)] with μ hμ
      filter_upwards [ae_restrict_mem measurableSet_Ioi] with y hy
      rw [norm_mul, Real.norm_of_nonneg (shell_nonneg hy), Real.norm_eq_abs]
      exact mul_le_mul_of_nonneg_left (hC _ (div_pos hy hμ)) (shell_nonneg hy)
    · filter_upwards [ae_restrict_mem measurableSet_Ioi] with y hy
      refine (h0.comp (tendsto_nhdsWithin_iff.2
        ⟨tendsto_const_nhds.div_atTop tendsto_id, ?_⟩)).const_mul _
      filter_upwards [eventually_gt_atTop (0 : ℝ)] with μ hμ
      exact div_pos hy hμ
  rw [integral_mul_const, shell_unit.2] at lim
  refine lim.congr' ?_
  filter_upwards [eventually_gt_atTop (0 : ℝ)] with μ hμ
  exact (shell_rescale hμ g).symm
```

If $g$ is continuous on $[0,\infty)$, then $g_0=g(0)$. Lean's $g$ is defined on all of $\mathbb R$, so the proof replaces it by $g(\max(r,0))$, which is continuous everywhere and agrees with $g$ wherever the integral looks.

```lean
/-- For `g` bounded and continuous on `[0,∞)`, `μ²` times the integral of `4π r erfc(μ r) g(r)`
tends to `π g(0)`. -/
theorem continuous_on_top_limit {g : ℝ → ℝ} (hg : ContinuousOn g (Ici 0)) {C : ℝ}
    (hC : ∀ r > 0, |g r| ≤ C) :
    Tendsto (fun μ : ℝ => μ ^ 2 * ∫ r in Ioi (0 : ℝ), 4 * π * r * erfc (μ * r) * g r)
      atTop (𝓝 (π * g 0)) := by
  -- extend `g` by its value at coalescence
  have hc : Continuous (fun r : ℝ => g (max r 0)) :=
    hg.comp_continuous (by fun_prop) (fun r => le_max_right r 0)
  have h0 : Tendsto (fun r : ℝ => g (max r 0)) (𝓝[>] 0) (𝓝 (g 0)) := by
    simpa using (hc.tendsto 0).mono_left nhdsWithin_le_nhds
  have h := radial_on_top_limit hc.measurable (C := C)
    (fun r hr => by rw [max_eq_left (le_of_lt hr)]; exact hC r hr) h0
  refine h.congr fun μ => ?_
  congr 1
  refine setIntegral_congr_fun measurableSet_Ioi fun r hr => ?_
  simp only [shellWeight, max_eq_left (le_of_lt (mem_Ioi.1 hr))]
```

For a numerical instance, take $g(r)=e^{-21r^2}$. Integration by parts gives
$$\mu^2\int_0^\infty w_\mu(r)\,g(r)\,dr=\frac{2\pi\mu^2}{21}\left(1-\frac{\mu}{\sqrt{\mu^2+21}}\right).$$
At $\mu=2$ the root is 5 and the result is $8\pi/35\approx0.229\,\pi$. At $\mu=10$ the root is 11 and the result is $200\pi/231\approx0.866\,\pi$. The limit is $\pi$, and it is approached once $1/\mu$ is short compared with the width of $g$, here about $0.22$.

## Nothing remains at a fixed distance

Let $g$ be 0 up to some $\delta>0$ and 1 beyond it. Its limit at coalescence is 0, so
$$\mu^2\int_\delta^\infty w_\mu(r)\,dr\to0 .$$
The step function is allowed because the radial theorem asks only for a bounded measurable function with a limit as $r\to0^+$, not for continuity.

```lean
/-- The part of the scaled short-range interaction beyond any fixed distance `δ > 0` vanishes
as `μ` grows. -/
theorem tail_vanishes {δ : ℝ} (hδ : 0 < δ) :
    Tendsto (fun μ : ℝ => μ ^ 2 * ∫ r in Ioi δ, shellWeight μ r) atTop (𝓝 0) := by
  have h0 : Tendsto (fun r : ℝ => if δ < r then (1 : ℝ) else 0) (𝓝[>] 0) (𝓝 0) := by
    refine tendsto_const_nhds.congr' ?_
    filter_upwards [Ioo_mem_nhdsGT hδ] with r hr
    rw [if_neg (not_lt_of_ge hr.2.le)]
  have h := radial_on_top_limit (C := 1)
    (Measurable.ite measurableSet_Ioi measurable_const measurable_const)
    (fun r _ => by split_ifs <;> norm_num) h0
  rw [mul_zero] at h
  refine h.congr fun μ => ?_
  have e : (fun r => shellWeight μ r * if δ < r then (1 : ℝ) else 0)
      = (Ioi δ).indicator (shellWeight μ) := by
    funext r
    by_cases hr : δ < r <;> simp [hr]
  rw [e, setIntegral_indicator measurableSet_Ioi, inter_eq_right.2 (Ioi_subset_Ioi hδ.le)]
```

The radial result could also have been modelled as weak convergence of the probability measures $\mu^2w_\mu(r)\,dr/\pi$ to a unit mass at $r=0$. That would put the delta-function picture into the statement itself, but its definition tests only bounded continuous functions, and the step function would need a further argument.

## Three dimensions without spherical averaging

In polar coordinates,
$$\int_{\mathbb R^3}v_1(|x|)\,dx=\int_0^\infty4\pi r^2\,\frac{\operatorname{erfc}(r)}{r}\,dr=\pi .$$
Mathlib's polar formula supplies the factor $4\pi$ as the dimension 3 times the unit-ball volume $4\pi/3$.

```lean
lemma coulomb_unit : Integrable (fun x : Space => shortRangeCoulomb 1 ‖x‖) ∧
    ∫ x : Space, shortRangeCoulomb 1 ‖x‖ = π := by
  have e : ∀ y ∈ Ioi (0 : ℝ), y ^ (Module.finrank ℝ Space - 1) • shortRangeCoulomb 1 y
      = (4 * π)⁻¹ * shellWeight 1 y := by
    intro y hy
    have hy' : y ≠ 0 := ne_of_gt hy
    simp only [finrank_euclideanSpace_fin, Nat.reduceSub, smul_eq_mul, shellWeight,
      shortRangeCoulomb, one_mul]
    field_simp
  have v : volume.real (Metric.ball (0 : Space) 1) = 4 * π / 3 := by
    rw [Measure.real, EuclideanSpace.volume_ball_fin_three, ENNReal.ofReal_one, one_pow,
      one_mul, ENNReal.toReal_ofReal (by positivity)]
    ring
  constructor
  · exact (integrable_fun_norm_addHaar volume (f := shortRangeCoulomb 1)).2
      ((integrableOn_congr_fun e measurableSet_Ioi).2 (shell_unit.1.const_mul _))
  · rw [integral_fun_norm_addHaar volume (shortRangeCoulomb 1),
      setIntegral_congr_fun measurableSet_Ioi e, integral_const_mul, shell_unit.2, v,
      finrank_euclideanSpace_fin]
    simp only [nsmul_eq_mul, smul_eq_mul]
    push_cast
    field_simp
```

Under $y=\mu x$ the volume element gives $dx=dy/\mu^3$ and the interaction gives $v_\mu(|x|)=\mu\,v_1(|y|)$. Therefore
$$\mu^2\int v_\mu(|x|)\,P(x)\,dx=\int v_1(|y|)\,P(y/\mu)\,dy .$$

```lean
lemma coulomb_rescale {μ : ℝ} (hμ : 0 < μ) (P : Space → ℝ) :
    μ ^ 2 * ∫ x : Space, shortRangeCoulomb μ ‖x‖ * P x
      = ∫ y : Space, shortRangeCoulomb 1 ‖y‖ * P (μ⁻¹ • y) := by
  have h := Measure.integral_comp_smul volume
    (fun y : Space => shortRangeCoulomb 1 ‖y‖ * P (μ⁻¹ • y)) μ
  have e : ∀ x : Space, shortRangeCoulomb 1 ‖μ • x‖ * P (μ⁻¹ • μ • x)
      = μ⁻¹ * (shortRangeCoulomb μ ‖x‖ * P x) := by
    intro x
    rw [inv_smul_smul₀ hμ.ne', norm_smul, Real.norm_of_nonneg hμ.le]
    simp only [shortRangeCoulomb, one_mul]
    ring
  simp only [e, integral_const_mul, finrank_euclideanSpace_fin, smul_eq_mul] at h
  rw [abs_of_pos (by positivity)] at h
  calc μ ^ 2 * ∫ x : Space, shortRangeCoulomb μ ‖x‖ * P x
      = μ ^ 3 * (μ⁻¹ * ∫ x : Space, shortRangeCoulomb μ ‖x‖ * P x) := by field_simp
    _ = _ := by rw [h, mul_inv_cancel_left₀ (by positivity)]
```

Let $P$ be a pair function of the interelectronic vector, for instance a pair density integrated over the position of the pair; $P(0)$ is then the on-top pair density integrated over position. If $P$ is measurable, bounded by $C$ and continuous at 0, dominated convergence with the bound $C\,v_1(|y|)$ gives
$$\mu^2\int v_\mu(|x|)\,P(x)\,dx\to\pi P(0).$$
In range-separated density-functional theory, this fixes the $1/\mu^2$ term of the large-$\mu$ short-range interaction energy of a given pair density through $P(0)$, provided that the pair density does not itself change with $\mu$. In atomic units the term is $\pi P(0)/\mu^2$ when the pair density of $N$ electrons integrates to the number of pairs, $N(N-1)/2$, and half of that when it integrates to $N(N-1)$. If $P(0)=0$, as in a fully spin-polarised state, that term vanishes and the theorem does not give the leading one. The theorem gives no rate of convergence, and boundedness and continuity at coalescence are assumed of $P$, not derived from a wave function.

```lean
/-- For a bounded measurable function `P` of the interelectronic vector, continuous at
coalescence, `μ²` times its short-range Coulomb integral over space tends to `π P(0)`. -/
theorem spatial_on_top_limit {P : Space → ℝ} (hP : Measurable P) {C : ℝ}
    (hC : ∀ x, |P x| ≤ C) (h0 : ContinuousAt P 0) :
    Tendsto (fun μ : ℝ => μ ^ 2 * ∫ x : Space, shortRangeCoulomb μ ‖x‖ * P x)
      atTop (𝓝 (π * P 0)) := by
  have lim : Tendsto (fun μ : ℝ => ∫ y : Space, shortRangeCoulomb 1 ‖y‖ * P (μ⁻¹ • y)) atTop
      (𝓝 (∫ y : Space, shortRangeCoulomb 1 ‖y‖ * P 0)) := by
    refine tendsto_integral_filter_of_dominated_convergence
      (fun y => shortRangeCoulomb 1 ‖y‖ * C) ?_ ?_ (coulomb_unit.1.mul_const C) ?_
    · exact .of_forall fun μ => coulomb_unit.1.aestronglyMeasurable.mul
        (hP.comp (continuous_const_smul μ⁻¹).measurable).aestronglyMeasurable
    · refine .of_forall fun μ => .of_forall fun y => ?_
      have hw : 0 ≤ shortRangeCoulomb 1 ‖y‖ := div_nonneg (erfc_bounds _).1 (norm_nonneg y)
      rw [norm_mul, Real.norm_of_nonneg hw, Real.norm_eq_abs]
      exact mul_le_mul_of_nonneg_left (hC _) hw
    · refine .of_forall fun y => ?_
      have t : Tendsto (fun μ : ℝ => μ⁻¹ • y) atTop (𝓝 0) := by
        simpa using (tendsto_inv_atTop_zero (𝕜 := ℝ)).smul_const y
      exact (h0.tendsto.comp t).const_mul _
  rw [integral_mul_const, coulomb_unit.2] at lim
  refine lim.congr' ?_
  filter_upwards [eventually_gt_atTop (0 : ℝ)] with μ hμ
  exact (coulomb_rescale hμ P).symm

end

end ShortRangeOnTop
```

```lean
#print axioms ShortRangeOnTop.integral_shellWeight
-- 'ShortRangeOnTop.integral_shellWeight' depends on axioms: [propext, Classical.choice, Quot.sound]
#print axioms ShortRangeOnTop.continuous_on_top_limit
-- 'ShortRangeOnTop.continuous_on_top_limit' depends on axioms: [propext, Classical.choice, Quot.sound]
#print axioms ShortRangeOnTop.tail_vanishes
-- 'ShortRangeOnTop.tail_vanishes' depends on axioms: [propext, Classical.choice, Quot.sound]
#print axioms ShortRangeOnTop.spatial_on_top_limit
-- 'ShortRangeOnTop.spatial_on_top_limit' depends on axioms: [propext, Classical.choice, Quot.sound]
```
